# Adding channels to dual PAW projectors when the residual overlap is invertible

A PAW or ultrasoft dataset has projectors dual to its pseudo partial waves, and a further partial wave is to be added, say at a second reference energy. The new wave generally overlaps the old projectors, so appending a projector for it isn't enough: if all the waves are kept as they are, the old projectors must change too.

Let the columns of \(P\) and \(\Phi\) be the old projectors and partial waves in a finite orthonormal basis, with \(P^H\Phi=1\). Write \(\Pi=\Phi P^H\) and \(R=1-\Pi\). For a new wave \(f\) and a trial projector \(g\), suppose \(s=\langle g,Rf\rangle\neq0\), so that \(g\) detects the part of \(f\) that the old channels miss. Then

\[
p=\frac{R^Hg}{\overline{s}},\qquad P'=P-p f^H P
\]

give projectors \((P',p)\) dual to \((\Phi,f)\), and the projection becomes

\[
\Pi'=\Pi+\frac{R f g^H R}{s}.
\]

## Updating a projector set in a dataset generator

A generator that extends an existing dual set can apply this update directly: the old partial waves stay as they are, and the old projectors are corrected instead of being constructed afresh. For \(k\) waves at once, collect them in \(F\) and the trial projectors in \(G\); the number \(s\) becomes the \(k\times k\) matrix \(S=G^HRF\), and \(p=R^HG(S^H)^{-1}\). In a finite basis, the updated projectors make the one-centre expansion exact for every combination of the old and new partial waves.

## Duality and the rank-one update by block algebra

From \(P^H\Phi=1\),

\[
R\Phi=\Phi-\Phi P^H\Phi=0,\qquad P^HR=P^H-P^H\Phi P^H=0 .
\]

Since \(p^H=S^{-1}G^HR\), it follows that \(p^H\Phi=0\) and \(p^HF=S^{-1}S=1\). The corrected old projectors satisfy \(P'^H=P^H-P^HFp^H\), hence

\[
P'^H\Phi=1-0=1,\qquad P'^HF=P^HF-P^HF=0 .
\]

These four blocks are the duality. The projection is

\[
\Phi P'^H+Fp^H=\Pi+(1-\Pi)Fp^H=\Pi+RFS^{-1}G^HR .
\]

For one channel, \(S=s\).

Invertibility of \(S\) is also necessary if the new projectors are to be combinations of the columns of \(P\) and \(G\). By the Schur complement,

\[
\det\begin{pmatrix}1&P^HF\\G^H\Phi&G^HF\end{pmatrix}
=\det(G^HF-G^H\Phi P^HF)=\det S .
\]

If \(B=(P\;\,G)\), \(W=(\Phi\;\,F)\) and \((BC)^HW=1\), then \(C^H(B^HW)=1\) forces \(\det S\neq0\). Conversely, \(C=((B^HW)^{-1})^H\) works.

Among combinations of the columns of \(P\) and \(G\), the result is unique. We have \(P^H\Pi'=P^H\), because \(P^HR=0\), and \(G^H\Pi'=G^H\Pi+SS^{-1}G^HR=G^H\). So \(B^H\Pi'=B^H\), and with \(Q=(P'\;\,p)\) and \(\Pi'=WQ^H\),

\[
(BC)^H=C^HB^H\Pi'=(BC)^HWQ^H=Q^H .
\]

With no old channels, \(\Pi=0\), and the formulas reduce to \(p=g/\overline{\langle g,f\rangle}\) and \(\Pi'=fg^H/\langle g,f\rangle\).

The conjugate on \(s\) is easily lost, and tests with real-valued vectors won't reveal it. Take \(P=(1,0)\), \(\Phi=(1,1)\), \(f=(0,1)\), \(g=(1,i)\). Then \(s=-i\) and \(R^Hg=(-i,i)\). Dividing by \(\overline{s}=i\) gives \(p=(-1,1)\) and \(p^Hf=1\); dividing by \(s\) gives \(p^Hf=-1\).

## The block theorem and its one-channel form in Lean

```lean
import Mathlib

open Matrix

namespace PAWAddChannel

noncomputable section

variable {n m k : Type*} [Fintype n] [DecidableEq n] [Fintype m] [DecidableEq m]
  [Fintype k] [DecidableEq k]

/-- The incompleteness operator `1 - Φ Pᴴ` of projectors `P` and partial waves `Φ`. -/
def incompleteness (P Φ : Matrix n m ℂ) : Matrix n n ℂ := 1 - Φ * Pᴴ

/-- The overlap `Gᴴ (1 - Φ Pᴴ) F` of trial projectors `G` with the part of the new partial
waves `F` that the old channels miss. -/
def channelOverlap (P Φ : Matrix n m ℂ) (F G : Matrix n k ℂ) : Matrix k k ℂ :=
  Gᴴ * incompleteness P Φ * F

/-- The projectors of the new channels, `(1 - Φ Pᴴ)ᴴ G (Sᴴ)⁻¹` with `S` the channel overlap. -/
def newProjectors (P Φ : Matrix n m ℂ) (F G : Matrix n k ℂ) : Matrix n k ℂ :=
  (incompleteness P Φ)ᴴ * G * ((channelOverlap P Φ F G)ᴴ)⁻¹

/-- The old projectors, corrected to `P - p Fᴴ P`, together with the new projectors `p`. -/
def extendedProjectors (P Φ : Matrix n m ℂ) (F G : Matrix n k ℂ) : Matrix n (m ⊕ k) ℂ :=
  fromCols (P - newProjectors P Φ F G * Fᴴ * P) (newProjectors P Φ F G)

omit [Fintype n] [DecidableEq n] [Fintype m] [DecidableEq m] [Fintype k] [DecidableEq k] in
private theorem adjoint_fromCols (A : Matrix n m ℂ) (B : Matrix n k ℂ) :
    (fromCols A B)ᴴ = fromRows Aᴴ Bᴴ := by
  ext i j
  rcases i with i | i <;> rfl

omit [DecidableEq m] in
private theorem newProjectors_adjoint (P Φ : Matrix n m ℂ) (F G : Matrix n k ℂ) :
    (newProjectors P Φ F G)ᴴ =
      (channelOverlap P Φ F G)⁻¹ * (Gᴴ * incompleteness P Φ) := by
  simp only [newProjectors, conjTranspose_mul, conjTranspose_nonsing_inv,
    conjTranspose_conjTranspose]

/-- For dual families the incompleteness operator annihilates the partial waves from the left
and the adjoint projectors from the right. -/
theorem incompleteness_annihilates {P Φ : Matrix n m ℂ} (h : Pᴴ * Φ = 1) :
    incompleteness P Φ * Φ = 0 ∧ Pᴴ * incompleteness P Φ = 0 := by
  constructor
  · rw [incompleteness, Matrix.sub_mul, Matrix.mul_assoc, h]
    simp
  · rw [incompleteness, Matrix.mul_sub, ← Matrix.mul_assoc, h]
    simp

/-- If `Pᴴ Φ = 1` and the channel overlap is invertible, the new projectors are orthogonal to the
old partial waves and dual to the new ones. -/
theorem newProjectors_dual {P Φ : Matrix n m ℂ} {F G : Matrix n k ℂ} (h : Pᴴ * Φ = 1)
    (hS : (channelOverlap P Φ F G).det ≠ 0) :
    (newProjectors P Φ F G)ᴴ * Φ = 0 ∧ (newProjectors P Φ F G)ᴴ * F = 1 := by
  constructor
  · rw [newProjectors_adjoint, Matrix.mul_assoc, Matrix.mul_assoc,
      (incompleteness_annihilates h).1]
    simp
  · rw [newProjectors_adjoint, Matrix.mul_assoc]
    exact nonsing_inv_mul (channelOverlap P Φ F G) hS.isUnit

/-- Adding a block of channels with invertible overlap `S` to dual families `P` and `Φ`: the
extended projectors are dual to the extended partial waves, and the projection gains the term `(1 -
Π) F S⁻¹ Gᴴ (1 - Π)`, where `Π = Φ Pᴴ`. -/
theorem add_channels {P Φ : Matrix n m ℂ} {F G : Matrix n k ℂ} (h : Pᴴ * Φ = 1)
    (hS : (channelOverlap P Φ F G).det ≠ 0) :
    (extendedProjectors P Φ F G)ᴴ * fromCols Φ F = 1 ∧
    fromCols Φ F * (extendedProjectors P Φ F G)ᴴ =
      Φ * Pᴴ + incompleteness P Φ * F * (channelOverlap P Φ F G)⁻¹ *
        (Gᴴ * incompleteness P Φ) := by
  obtain ⟨hp1, hp2⟩ := newProjectors_dual h hS
  have hc : (P - newProjectors P Φ F G * Fᴴ * P)ᴴ =
      Pᴴ - Pᴴ * (F * (newProjectors P Φ F G)ᴴ) := by
    simp only [conjTranspose_sub, conjTranspose_mul, conjTranspose_conjTranspose]
  rw [extendedProjectors, adjoint_fromCols, hc]
  constructor
  · -- the four blocks of the overlap matrix
    have h11 : (Pᴴ - Pᴴ * (F * (newProjectors P Φ F G)ᴴ)) * Φ = 1 := by
      rw [Matrix.sub_mul, h, Matrix.mul_assoc, Matrix.mul_assoc, hp1]
      simp
    have h12 : (Pᴴ - Pᴴ * (F * (newProjectors P Φ F G)ᴴ)) * F = 0 := by
      rw [Matrix.sub_mul, Matrix.mul_assoc, Matrix.mul_assoc, hp2]
      simp
    rw [fromRows_mul_fromCols, h11, h12, hp1, hp2, fromBlocks_one]
  · have hR : incompleteness P Φ * F * (channelOverlap P Φ F G)⁻¹ *
        (Gᴴ * incompleteness P Φ) =
        incompleteness P Φ * (F * (newProjectors P Φ F G)ᴴ) := by
      rw [newProjectors_adjoint]
      simp only [Matrix.mul_assoc]
    rw [fromCols_mul_fromRows, hR, incompleteness, Matrix.mul_sub, Matrix.sub_mul,
      Matrix.one_mul, Matrix.mul_assoc Φ Pᴴ]
    abel

/-- If `Pᴴ Φ = 1`, the overlap matrix of `(P, G)` with `(Φ, F)` has the same determinant as the
channel overlap. -/
theorem det_joint_overlap {P Φ : Matrix n m ℂ} (F G : Matrix n k ℂ) (h : Pᴴ * Φ = 1) :
    ((fromCols P G)ᴴ * fromCols Φ F).det = (channelOverlap P Φ F G).det := by
  rw [adjoint_fromCols, fromRows_mul_fromCols, h, det_fromBlocks_one₁₁]
  congr 1
  simp only [channelOverlap, incompleteness, Matrix.mul_sub, Matrix.sub_mul, Matrix.mul_one,
    Matrix.mul_assoc]

/-- If `Pᴴ Φ = 1`, linear combinations of the columns of `P` and `G` can be made dual to the
extended partial waves exactly when the channel overlap is invertible. -/
theorem exists_dual_iff {P Φ : Matrix n m ℂ} (F G : Matrix n k ℂ) (h : Pᴴ * Φ = 1) :
    (∃ C : Matrix (m ⊕ k) (m ⊕ k) ℂ, (fromCols P G * C)ᴴ * fromCols Φ F = 1) ↔
      (channelOverlap P Φ F G).det ≠ 0 := by
  constructor
  · rintro ⟨C, hC⟩ h0
    rw [conjTranspose_mul, Matrix.mul_assoc] at hC
    have hd := congrArg Matrix.det hC
    rw [det_mul, det_joint_overlap F G h, det_one, h0, mul_zero] at hd
    exact zero_ne_one hd
  · intro hS
    refine ⟨(((fromCols P G)ᴴ * fromCols Φ F)⁻¹)ᴴ, ?_⟩
    rw [conjTranspose_mul, conjTranspose_conjTranspose, Matrix.mul_assoc]
    apply nonsing_inv_mul
    rw [det_joint_overlap F G h]
    exact hS.isUnit

/-- If `Pᴴ Φ = 1`, every family of linear combinations of `P` and `G` that is dual to the extended
partial waves equals the extended projectors. -/
theorem dual_unique {P Φ : Matrix n m ℂ} {F G : Matrix n k ℂ} (h : Pᴴ * Φ = 1)
    (C : Matrix (m ⊕ k) (m ⊕ k) ℂ) (hC : (fromCols P G * C)ᴴ * fromCols Φ F = 1) :
    fromCols P G * C = extendedProjectors P Φ F G := by
  have hS := (exists_dual_iff F G h).mp ⟨C, hC⟩
  have e : Gᴴ * incompleteness P Φ * F * (channelOverlap P Φ F G)⁻¹ = 1 :=
    mul_nonsing_inv (channelOverlap P Φ F G) hS.isUnit
  -- the enlarged projection preserves the adjoints of both P and G
  have hinv : (fromCols P G)ᴴ * (fromCols Φ F * (extendedProjectors P Φ F G)ᴴ) =
      (fromCols P G)ᴴ := by
    rw [(add_channels h hS).2, adjoint_fromCols, fromRows_mul]
    congr 1
    · simp only [Matrix.mul_add, ← Matrix.mul_assoc, h, (incompleteness_annihilates h).2,
        Matrix.zero_mul, Matrix.one_mul, add_zero]
    · simp only [Matrix.mul_add, ← Matrix.mul_assoc, e, Matrix.one_mul]
      simp only [incompleteness, Matrix.mul_sub, Matrix.mul_one, ← Matrix.mul_assoc]
      abel
  apply conjTranspose_injective
  calc (fromCols P G * C)ᴴ = Cᴴ * (fromCols P G)ᴴ := conjTranspose_mul _ _
    _ = Cᴴ * ((fromCols P G)ᴴ * (fromCols Φ F * (extendedProjectors P Φ F G)ᴴ)) := by
        rw [hinv]
    _ = ((fromCols P G * C)ᴴ * fromCols Φ F) * (extendedProjectors P Φ F G)ᴴ := by
        rw [conjTranspose_mul]
        simp only [Matrix.mul_assoc]
    _ = (extendedProjectors P Φ F G)ᴴ := by rw [hC, Matrix.one_mul]

/-- The scalar overlap `s = ⟨g, (1 - Φ Pᴴ) f⟩` for a single new channel. -/
def scalarOverlap (P Φ : Matrix n m ℂ) (f g : n → ℂ) : ℂ :=
  star g ⬝ᵥ (incompleteness P Φ *ᵥ f)

/-- The projector `(1 - Φ Pᴴ)ᴴ g / conj s` of a single new channel. -/
def newProjector (P Φ : Matrix n m ℂ) (f g : n → ℂ) : n → ℂ :=
  (star (scalarOverlap P Φ f g))⁻¹ • ((incompleteness P Φ)ᴴ *ᵥ g)

/-- Adding one channel with `s ≠ 0` to dual families `P` and `Φ`: the columns of `P - p fᴴ P`
together with `p` are dual to those of `Φ` together with `f`, and the projection gains `(1 - Π) f gᴴ
(1 - Π) / s`, where `Π = Φ Pᴴ`. -/
theorem add_single_channel {P Φ : Matrix n m ℂ} {f g : n → ℂ} (h : Pᴴ * Φ = 1)
    (hs : scalarOverlap P Φ f g ≠ 0) :
    let p := newProjector P Φ f g
    let Q := fromCols (P - vecMulVec p (star f) * P) (replicateCol Unit p)
    Qᴴ * fromCols Φ (replicateCol Unit f) = 1 ∧
    fromCols Φ (replicateCol Unit f) * Qᴴ =
      Φ * Pᴴ + (scalarOverlap P Φ f g)⁻¹ •
        (incompleteness P Φ * vecMulVec f (star g) * incompleteness P Φ) := by
  intro p Q
  have hv : ∀ a b : n → ℂ,
      vecMulVec a (star b) = replicateCol Unit a * (replicateCol Unit b)ᴴ := by
    intro a b
    ext i j
    simp [Matrix.mul_apply, vecMulVec_apply]
  have hinv : ∀ c : ℂ, c ≠ 0 → (c • (1 : Matrix Unit Unit ℂ))⁻¹ = c⁻¹ • 1 := by
    intro c hc
    apply inv_eq_right_inv
    rw [Matrix.smul_mul, Matrix.one_mul, smul_smul, mul_inv_cancel₀ hc, one_smul]
  -- for one channel the overlap matrix is the number s
  have hS : channelOverlap P Φ (replicateCol Unit f) (replicateCol Unit g) =
      scalarOverlap P Φ f g • (1 : Matrix Unit Unit ℂ) := by
    ext i j
    rw [channelOverlap, Matrix.mul_assoc]
    simp [Matrix.mul_apply, scalarOverlap, dotProduct, mulVec]
  have hp : newProjectors P Φ (replicateCol Unit f) (replicateCol Unit g) =
      replicateCol Unit p := by
    rw [newProjectors, hS, conjTranspose_smul, conjTranspose_one,
      hinv _ (star_ne_zero.mpr hs), Matrix.mul_smul, Matrix.mul_one]
    ext i j
    simp [p, newProjector, Matrix.mul_apply, mulVec, dotProduct]
  have hQ : Q = extendedProjectors P Φ (replicateCol Unit f) (replicateCol Unit g) := by
    rw [extendedProjectors, hp, ← hv p f]
  have hd : (channelOverlap P Φ (replicateCol Unit f) (replicateCol Unit g)).det ≠ 0 := by
    rw [hS]
    simpa using hs
  obtain ⟨h1, h2⟩ := add_channels h hd
  rw [hQ]
  refine ⟨h1, ?_⟩
  rw [h2, hS, hinv _ hs, hv f g]
  simp only [Matrix.mul_smul, Matrix.smul_mul, Matrix.mul_one, Matrix.mul_assoc]

/-- In two dimensions `P = (1, 0)` and `Φ = (1, 1)` are dual, and `f = (0, 1)`, `g = (1, i)`
have scalar overlap `-i`. -/
theorem add_single_channel_witness :
    (!![1; 0] : Matrix (Fin 2) (Fin 1) ℂ)ᴴ * (!![1; 1] : Matrix (Fin 2) (Fin 1) ℂ) = 1 ∧
    scalarOverlap (!![1; 0] : Matrix (Fin 2) (Fin 1) ℂ) !![1; 1] ![0, 1] ![1, Complex.I] =
      -Complex.I := by
  constructor
  · ext i j
    fin_cases i
    fin_cases j
    simp [Matrix.mul_apply, Fin.sum_univ_succ]
  · have hR : incompleteness (!![1; 0] : Matrix (Fin 2) (Fin 1) ℂ) !![1; 1] =
        !![0, 0; -1, 1] := by
      ext i j
      rw [incompleteness, Matrix.sub_apply, Matrix.mul_apply, Fin.sum_univ_one,
        conjTranspose_apply]
      fin_cases i <;> fin_cases j <;> simp
    rw [scalarOverlap, hR]
    simp only [dotProduct, mulVec, Fin.sum_univ_two, Pi.star_apply]
    simp

end

end PAWAddChannel
```

```lean
#print axioms PAWAddChannel.newProjectors_dual
#print axioms PAWAddChannel.dual_unique
#print axioms PAWAddChannel.add_single_channel
```

```
'PAWAddChannel.newProjectors_dual' depends on axioms: [propext, Classical.choice, Quot.sound]
'PAWAddChannel.dual_unique' depends on axioms: [propext, Classical.choice, Quot.sound]
'PAWAddChannel.add_single_channel' depends on axioms: [propext, Classical.choice, Quot.sound]
```

## Exact duality, without a bound on conditioning

The index types `n`, `m` and `k` label basis functions, old channels and new channels; `m ⊕ k` labels the joined set. `incompleteness` is \(R\), `channelOverlap` is \(S\), and `fromCols` places families side by side. The hypothesis `h` is the old duality, which is assumed here and must come from the existing dataset.

`add_channels` states duality and the projection formula. It takes the two pairings of the new projectors from `newProjectors_dual`, which rests on `incompleteness_annihilates`, and assembles the blocks. `det_joint_overlap` is the Schur step, `exists_dual_iff` the criterion, and `dual_unique` the uniqueness among combinations of \(P\) and \(G\); projectors from outside that span are not excluded.

`add_single_channel` treats vectors as one-column matrices and identifies \(S\) with \(s\). In `scalarOverlap`, `star g` conjugates the first argument. `add_single_channel_witness` checks the old duality \(P^H\Phi=1\) and the value of \(s\) in the two-dimensional example.

The inner product is the plain one, so radial-grid weights or a non-orthogonal basis must first be absorbed into the vectors. The arithmetic is exact: a tiny nonzero \(s\) passes the hypothesis, although it can produce very large projectors. Locality of the projectors, ghost states and transferability are separate questions for the dataset.
